# Averaging projector functions over a finite symmetry group makes them carry one unitary representation into another

The theorem `groupAverage_intertwines` concerns a finite symmetry group with two finite-dimensional unitary representations, `g` and `r`, and a set of projector functions written as a complex matrix `P`, on which nothing is assumed. It states that the group average X, the mean of g(a) P r(a⁻¹) over all operations a, satisfies g(b) X = X r(b) for every operation b. X may be zero, since the theorem doesn't say that the average keeps any part of `P`. The attempt takes g(b) and r(b) inside the sums, relabels the operations on the right-hand side by a ↦ ba, and compares the sums term by term.

In Lean, a first try:

```lean
import Mathlib

open Matrix

namespace PAWSymmetry

noncomputable section

variable {G n m k : Type*} [Group G] [Fintype n] [DecidableEq n] [Fintype m] [DecidableEq m]
  [Fintype k] [DecidableEq k]

/-- The matrix `X` carries the representation `r` into the representation `g`:
`g(a) X = X r(a)` for every symmetry operation `a`. -/
def Intertwines (g : G →* unitaryGroup n ℂ) (r : G →* unitaryGroup m ℂ)
    (X : Matrix n m ℂ) : Prop :=
  ∀ a, (g a : Matrix n n ℂ) * X = X * (r a : Matrix m m ℂ)

/-- The group average of the projector functions `P`, the mean of `g(a) P r(a⁻¹)` over the
finite group. -/
def groupAverage [Fintype G] (g : G →* unitaryGroup n ℂ) (r : G →* unitaryGroup m ℂ)
    (P : Matrix n m ℂ) : Matrix n m ℂ :=
  (Fintype.card G : ℂ)⁻¹ • ∑ a, (g a : Matrix n n ℂ) * P * (r a⁻¹ : Matrix m m ℂ)

/-- The matrix of a product of symmetry operations is the product of their matrices. -/
theorem rep_mul (g : G →* unitaryGroup n ℂ) (a b : G) :
    (g (a * b) : Matrix n n ℂ) = (g a : Matrix n n ℂ) * (g b : Matrix n n ℂ) := by
  rw [map_mul]
  rfl

/-- The group average of any set of projector functions is intertwining. -/
theorem groupAverage_intertwines [Fintype G] (g : G →* unitaryGroup n ℂ)
    (r : G →* unitaryGroup m ℂ) (P : Matrix n m ℂ) :
    Intertwines g r (groupAverage g r P) := by
  intro b
  unfold groupAverage
  rw [Matrix.mul_smul, Matrix.smul_mul, Matrix.mul_sum, Matrix.sum_mul]
  congr 1
  -- relabel the group elements by a ↦ b a
  rw [← Equiv.sum_comp (Equiv.mulLeft b)
    (fun a => (g a : Matrix n n ℂ) * P * (r a⁻¹ : Matrix m m ℂ) * (r b : Matrix m m ℂ))]
  refine Finset.sum_congr rfl fun a _ => ?_
  simp only [Equiv.coe_mulLeft]
  have h : (r a⁻¹ : Matrix m m ℂ) = (r (b * a)⁻¹ : Matrix m m ℂ) * (r b : Matrix m m ℂ) := by
    rw [← rep_mul, mul_inv_rev, inv_mul_cancel_right]
  rw [h, rep_mul g b a]
  simp only [Matrix.mul_assoc]

end

end PAWSymmetry
```

Messages:

```
Main.lean:44:19: error: Ambiguous term
  mul_inv_rev
Possible interpretations:
  _root_.mul_inv_rev : ∀ (a b : ?m.170), (a * b)⁻¹ = b⁻¹ * a⁻¹
  
  Matrix.mul_inv_rev : ∀ (A B : Matrix ?m.170 ?m.170 ?m.171), (A * B)⁻¹ = B⁻¹ * A⁻¹
```

Lean accepts the file once it reads:

```diff
@@ -42,5 +42,5 @@
   simp only [Equiv.coe_mulLeft]
   have h : (r a⁻¹ : Matrix m m ℂ) = (r (b * a)⁻¹ : Matrix m m ℂ) * (r b : Matrix m m ℂ) := by
-    rw [← rep_mul, mul_inv_rev, inv_mul_cancel_right]
+    rw [← rep_mul, _root_.mul_inv_rev, inv_mul_cancel_right]
   rw [h, rep_mul g b a]
   simp only [Matrix.mul_assoc]
```

Cause. The error is about a name, and the mathematics of the proof is sound. The step `h` needs r(a⁻¹) = r((ba)⁻¹) r(b). After `← rep_mul` has joined the two factors on the right into r((ba)⁻¹b), the proof has to expand the inverse of the product ba, and it calls on `mul_inv_rev` to do so.

Because the file has `open Matrix`, that short name can mean either `_root_.mul_inv_rev`, the general law, or `Matrix.mul_inv_rev`, the same law for square matrices. Both make sense as terms on their own, so Lean reports the name as ambiguous and doesn't choose between them.

The inverse here is taken in the group `G`, before `r` turns the operation into a matrix, so the general law is the one wanted. Writing `_root_.mul_inv_rev` names it outright. It turns (ba)⁻¹ into a⁻¹b⁻¹, and `inv_mul_cancel_right` then reduces a⁻¹b⁻¹b to a⁻¹, which proves `h`.
